# The $1/L$ term in the finite-cell error of a one-dimensional Kirkwood–Buff integral

Suppose the Kirkwood–Buff integral of a fluid is computed from the pairs inside a cell of length $L$, and the number is taken for the bulk value. Particles near the ends of the cell have neighbours outside it, and those pairs are missing. For correlations that decay fast enough, the resulting error generally falls as $1/L$, so that doubling a long cell only about halves it. Even when the correlations have a finite range and the cell is longer than that range, the error generally remains.

## Counting the pairs in a cell

Let $h(r)=g(r)-1$ be the pair correlation of a uniform one-dimensional fluid at separation $r\ge 0$, where $g$ is the pair distribution function. The cell and bulk integrals are
$$G_L=\frac1L\int_0^L\!\!\int_0^L h(|x-y|)\,dy\,dx,\qquad G=2\int_0^\infty h(r)\,dr .$$
At number density $\rho$, the particle number $N$ in a cell that is open to the surrounding fluid has variance $\rho L(1+\rho G_L)$, so the difference between $G_L$ and $G$ also enters when the variance per length in the cell is taken for its bulk value.

The claim is that if $h$ is continuous on $[0,\infty)$, and $h(r)$ and $r\,h(r)$ are integrable there, then
$$L(G_L-G)\;\to\;-2M,\qquad M=\int_0^\infty r\,h(r)\,dr .$$
The error is therefore of order $1/L$ when $M\neq0$, and smaller than that when $M=0$.

Fix a particle at $x$ in the cell and write $H(t)=\int_0^t h(r)\,dr$. With $s=x-y$,
$$\int_0^L h(|x-y|)\,dy=\int_{x-L}^{x}h(|s|)\,ds=H(x)+H(L-x).$$
The particle sees correlations up to distance $x$ on its left and $L-x$ on its right. Integrate over $x$. The substitution $x\to L-x$ shows that both terms contribute equally, which gives $2\int_0^L H(x)\,dx$.

Now integrate by parts. The derivative of $(r-L)H(r)$ is $H(r)+(r-L)h(r)$, and $(r-L)H(r)$ vanishes at $r=L$ and, because $H(0)=0$, at $r=0$. Hence
$$L\,G_L=2\int_0^L (L-r)\,h(r)\,dr=2L\int_0^L h\,dr-2\int_0^L r\,h\,dr .$$
The weight $L-r$ is the room that a pair of separation $r$ has in the cell. Subtracting $LG=2L\int_0^L h\,dr+2L\int_L^\infty h\,dr$ gives, for every $L>0$,
$$L(G_L-G)=-2\int_0^L r\,h\,dr-2L\int_L^\infty h\,dr .$$
The first term tends to $-2M$. In the second, $L\le r$ throughout the range of integration, so
$$\Big|L\int_L^\infty h\,dr\Big|\le\int_L^\infty r\,|h|\,dr\to0 ,$$
which proves the claim.

Two consequences follow. First,
$$L(2G_{2L}-G_L-G)=2L(G_{2L}-G)-L(G_L-G)\to-2M+2M=0,$$
so two cell sizes suffice to remove the $1/L$ term. Second, if $h(r)=0$ for $r>R$ and $L\ge R$, the tail is zero and the first moment is complete, so $G_L=G-2M/L$ exactly.

## The shortest exact cell, and a correlation that decays too slowly

Take $h(r)=-(1-r/R)$ for $r\le R$ and zero beyond, with $R>0$. Then $G=-R$ and $M=-R^2/6$, so $G_L=-R+R^2/(3L)$ for $L\ge R$. In the shortest cell to which the exact law applies, $L=R$, this gives $-2R/3$: a third of the bulk value is missing, although every separation at which $h$ is nonzero fits into the cell.

For the role of the first moment, take $h(r)=1/(1+r)^2$. It is continuous and integrable, but $r\,h(r)$ is not integrable. The exact error formula gives
$$L(G_L-G)=-2\ln(1+L)\to-\infty .$$
A decay as $1/r^2$ is thus not enough for a finite limit. These examples are ordinary calculus and are not part of the Lean code.

## The two integrals in Lean

```lean
import Mathlib

open MeasureTheory Filter Set Topology

namespace FiniteCellKirkwoodBuff

noncomputable section
```

The correlation is a function `h : ℝ → ℝ`. The integrals only use its values at non-negative separations.

```lean
/-- The Kirkwood-Buff integral of a one-dimensional cell of length `L > 0`: the pair correlation
`h` integrated over both particle positions in the cell, divided by `L`. -/
def cellKB (h : ℝ → ℝ) (L : ℝ) : ℝ :=
  (1 / L) * ∫ x in (0 : ℝ)..L, ∫ y in (0 : ℝ)..L, h |x - y|
```

`cellKB h L` is $G_L$. It contains no factor of density, and it has the dimension of a length.

```lean
/-- The bulk Kirkwood-Buff integral in one dimension: twice the integral of an integrable pair
correlation `h` over all separations `r > 0`. -/
def bulkKB (h : ℝ → ℝ) : ℝ := 2 * ∫ r in Ioi (0 : ℝ), h r
```

`bulkKB h` is $G$; `Ioi 0` is the open half-line $r>0$, and the factor 2 counts both directions.

The same `h` is used for every `L`. This describes a cell cut out of an infinite fluid. In a simulation the measured correlation itself depends on the size of the simulation box, and passing from that correlation to the bulk `h` is a separate step that the hypotheses do not supply.

## From two positions to one separation

```lean
/-- On positive separations the even extension of `h` has the same integral as `h`. -/
theorem integral_even_ext (h : ℝ → ℝ) {t : ℝ} (ht : 0 ≤ t) :
    (∫ r in (0 : ℝ)..t, h |r|) = ∫ r in (0 : ℝ)..t, h r := by
  apply intervalIntegral.integral_congr
  intro r hr
  rw [uIcc_of_le ht] at hr
  simp only [abs_of_nonneg hr.1]
```

The proofs work with $h(|r|)$, which is continuous on the whole line. This lemma returns to $h(r)$ when the range of integration is non-negative.

```lean
/-- For continuous `h`, a particle at `x` in the cell sees correlations up to distance `x` on
its left and up to distance `L - x` on its right. -/
theorem inner_integral_eq {h : ℝ → ℝ} (hc : ContinuousOn h (Ici 0)) {x L : ℝ}
    (hx : 0 ≤ x) (hxL : x ≤ L) :
    (∫ y in (0 : ℝ)..L, h |x - y|) =
      (∫ r in (0 : ℝ)..x, h r) + ∫ r in (0 : ℝ)..(L - x), h r := by
  have hg : Continuous (fun r : ℝ => h |r|) :=
    hc.comp_continuous continuous_abs (fun r => abs_nonneg r)
  -- pass to the signed separation and split it at zero
  have e1 : (∫ y in (0 : ℝ)..L, h |x - y|) = ∫ r in (x - L)..(x - 0), h |r| :=
    intervalIntegral.integral_comp_sub_left (fun r => h |r|) x
  have e2 := intervalIntegral.integral_comp_neg (a := 0) (b := L - x) (fun r => h |r|)
  simp only [abs_neg, neg_zero, neg_sub] at e2
  have e3 := intervalIntegral.integral_add_adjacent_intervals
    (hg.intervalIntegrable (μ := volume) (x - L) 0) (hg.intervalIntegrable (μ := volume) 0 x)
  rw [e1, sub_zero, ← e3, ← e2, integral_even_ext h hx,
    integral_even_ext h (sub_nonneg.2 hxL), add_comm]
```

This is the split into left and right neighbours. The hypothesis `ContinuousOn h (Ici 0)` is continuity on $[0,\infty)$. Step `e1` changes the variable to the signed separation, `e3` splits the integral at zero, and `e2` reflects the negative half.

```lean
/-- For continuous `h`, the double integral over the cell reduces to one integral over the
separation `r`, with weight `2 (L - r)`. -/
theorem double_integral_eq {h : ℝ → ℝ} (hc : ContinuousOn h (Ici 0)) {L : ℝ} (hL : 0 ≤ L) :
    (∫ x in (0 : ℝ)..L, ∫ y in (0 : ℝ)..L, h |x - y|) =
      2 * ∫ r in (0 : ℝ)..L, (L - r) * h r := by
  have hg : Continuous (fun r : ℝ => h |r|) :=
    hc.comp_continuous continuous_abs (fun r => abs_nonneg r)
  -- `H` is the running integral of the correlation
  obtain ⟨H, hH⟩ : ∃ H : ℝ → ℝ, ∀ t, H t = ∫ r in (0 : ℝ)..t, h |r| := ⟨_, fun _ => rfl⟩
  have hd : ∀ t, HasDerivAt H (h |t|) t := fun t => by
    rw [show H = fun t => ∫ r in (0 : ℝ)..t, h |r| from funext hH]
    exact (hg.integral_hasStrictDerivAt 0 t).hasDerivAt
  have hHc : Continuous H := continuous_iff_continuousAt.2 fun t => (hd t).continuousAt
  have hH0 : H 0 = 0 := by rw [hH, intervalIntegral.integral_same]
  have h1 : (∫ x in (0 : ℝ)..L, ∫ y in (0 : ℝ)..L, h |x - y|) =
      ∫ x in (0 : ℝ)..L, (H x + H (L - x)) := by
    apply intervalIntegral.integral_congr
    intro x hx
    rw [uIcc_of_le hL] at hx
    show (∫ y in (0 : ℝ)..L, h |x - y|) = H x + H (L - x)
    rw [inner_integral_eq hc hx.1 hx.2, hH x, hH (L - x), integral_even_ext h hx.1,
      integral_even_ext h (sub_nonneg.2 hx.2)]
  have h2 : (∫ x in (0 : ℝ)..L, H (L - x)) = ∫ x in (0 : ℝ)..L, H x := by
    rw [intervalIntegral.integral_comp_sub_left H L, sub_self, sub_zero]
  -- integration by parts, with the boundary terms vanishing at both ends
  have hk : Continuous (fun r : ℝ => (r - L) * h |r|) :=
    (continuous_id.sub continuous_const).mul hg
  have hp : ∀ r, HasDerivAt (fun r => (r - L) * H r) (H r + (r - L) * h |r|) r := by
    intro r
    have h0 : HasDerivAt (fun r : ℝ => r - L) 1 r := (hasDerivAt_id' r).sub_const L
    exact (h0.fun_mul (hd r)).congr_deriv (by ring)
  have h3 : (∫ r in (0 : ℝ)..L, (H r + (r - L) * h |r|)) = (L - L) * H L - (0 - L) * H 0 :=
    intervalIntegral.integral_eq_sub_of_hasDerivAt (fun r _ => hp r)
      ((hHc.add hk).intervalIntegrable _ _)
  rw [intervalIntegral.integral_add (hHc.intervalIntegrable _ _) (hk.intervalIntegrable _ _),
    hH0, sub_self, zero_mul, mul_zero, sub_zero] at h3
  have h4 : (∫ r in (0 : ℝ)..L, (L - r) * h r) = ∫ r in (0 : ℝ)..L, -((r - L) * h |r|) := by
    apply intervalIntegral.integral_congr
    intro r hr
    rw [uIcc_of_le hL] at hr
    show (L - r) * h r = -((r - L) * h |r|)
    rw [abs_of_nonneg hr.1]
    ring
  have hHr : Continuous (fun x => H (L - x)) := hHc.comp (continuous_const.sub continuous_id)
  rw [h1, intervalIntegral.integral_add (hHc.intervalIntegrable _ _)
    (hHr.intervalIntegrable _ _), h2, h4, intervalIntegral.integral_neg]
  linarith
```

Here the double integral becomes $2\int_0^L(L-r)h\,dr$. The running integral `H` has derivative $h(|t|)$ by the fundamental theorem of calculus (`hd`). Step `h1` inserts the previous lemma, and `h2` is the substitution $x\to L-x$. The integration by parts consists of the product rule `hp` and its integrated form `h3`, whose boundary terms are then reduced to zero.

```lean
/-- For continuous `h` and `L > 0`, the cell integral times `L` is expressed by the zeroth and
first moments of `h` up to the cell length. -/
theorem length_mul_cellKB {h : ℝ → ℝ} (hc : ContinuousOn h (Ici 0)) {L : ℝ} (hL : 0 < L) :
    L * cellKB h L = 2 * (L * (∫ r in (0 : ℝ)..L, h r) - ∫ r in (0 : ℝ)..L, r * h r) := by
  have hcL : ContinuousOn h (uIcc 0 L) := hc.mono fun r hr => by
    rw [uIcc_of_le hL.le] at hr
    exact hr.1
  have hi : IntervalIntegrable h volume 0 L := hcL.intervalIntegrable
  have hri : IntervalIntegrable (fun r => r * h r) volume 0 L :=
    (continuousOn_id.mul hcL).intervalIntegrable
  unfold cellKB
  rw [← mul_assoc, mul_one_div_cancel hL.ne', one_mul, double_integral_eq hc hL.le]
  simp only [sub_mul]
  rw [intervalIntegral.integral_sub (hi.const_mul L) hri, intervalIntegral.integral_const_mul]
```

Multiplying by $L$ cancels the prefactor of `cellKB`, and expanding $L-r$ leaves the zeroth and first moments up to $L$.

## The tail and the limit

```lean
/-- The integral of an integrable function over all separations is the part inside the cell
length plus the tail. -/
theorem integral_split {f : ℝ → ℝ} (hf : IntegrableOn f (Ioi 0)) {L : ℝ} (hL : 0 ≤ L) :
    (∫ r in Ioi (0 : ℝ), f r) = (∫ r in (0 : ℝ)..L, f r) + ∫ r in Ioi L, f r := by
  rw [intervalIntegral.integral_of_le hL, ← Ioc_union_Ioi_eq_Ioi hL]
  exact setIntegral_union (Ioc_disjoint_Ioi le_rfl) measurableSet_Ioi
    (hf.mono_set Ioc_subset_Ioi_self) (hf.mono_set (Ioi_subset_Ioi hL))
```

This cuts an integral over all separations at the cell length. It is applied both to `h` and to the norm of $r\,h(r)$.

```lean
/-- If `h(r)` and `r h(r)` are integrable, the tail of `h` beyond `L` vanishes faster
than `1/L`. -/
theorem tendsto_length_mul_tail {h : ℝ → ℝ} (hi : IntegrableOn h (Ioi 0))
    (hr : IntegrableOn (fun r => r * h r) (Ioi 0)) :
    Tendsto (fun L : ℝ => L * ∫ r in Ioi L, h r) atTop (𝓝 0) := by
  have hn : IntegrableOn (fun r => ‖r * h r‖) (Ioi 0) := hr.norm
  have h0 := (intervalIntegral_tendsto_integral_Ioi 0 hn tendsto_id).const_sub
    (∫ r in Ioi (0 : ℝ), ‖r * h r‖)
  rw [sub_self] at h0
  refine squeeze_zero_norm' ?_ h0
  filter_upwards [eventually_gt_atTop (0 : ℝ)] with L hL
  have hs : Ioi L ⊆ Ioi (0 : ℝ) := Ioi_subset_Ioi hL.le
  have hiL : IntegrableOn (fun r => ‖L * h r‖) (Ioi L) := ((hi.mono_set hs).const_mul L).norm
  -- beyond the cell length, `L ≤ r`
  have hb : (∫ r in Ioi L, ‖L * h r‖) ≤ ∫ r in Ioi L, ‖r * h r‖ := by
    refine setIntegral_mono_on hiL (hn.mono_set hs) measurableSet_Ioi fun r hrL => ?_
    have hlt : L < r := hrL
    rw [norm_mul, norm_mul, Real.norm_of_nonneg hL.le, Real.norm_of_nonneg (hL.trans hlt).le]
    exact mul_le_mul_of_nonneg_right hlt.le (norm_nonneg _)
  have ha : ‖L * ∫ r in Ioi L, h r‖ ≤ ∫ r in Ioi L, ‖L * h r‖ := by
    rw [← integral_const_mul]
    exact norm_integral_le_integral_norm _
  have hsp := integral_split hn hL.le
  simp only [id]
  linarith
```

The bound on the tail has two parts: `ha` moves the absolute value inside the integral, and `hb` replaces $L$ by $r$. The upper bound is the full integral of $|r\,h|$ minus its part up to $L$, which tends to zero by `h0`; `squeeze_zero_norm'` then gives the limit.

```lean
/-- If `h` is continuous and `h(r)` and `r h(r)` are integrable, then `L (G_L - G)` tends to
minus twice the first moment of `h` as the cell grows. -/
theorem tendsto_finite_cell_error {h : ℝ → ℝ} (hc : ContinuousOn h (Ici 0))
    (hi : IntegrableOn h (Ioi 0)) (hr : IntegrableOn (fun r => r * h r) (Ioi 0)) :
    Tendsto (fun L : ℝ => L * (cellKB h L - bulkKB h)) atTop
      (𝓝 (-2 * ∫ r in Ioi (0 : ℝ), r * h r)) := by
  have h1 := ((intervalIntegral_tendsto_integral_Ioi 0 hr tendsto_id).const_mul (-2)).sub
    ((tendsto_length_mul_tail hi hr).const_mul 2)
  rw [mul_zero, sub_zero] at h1
  refine h1.congr' ?_
  filter_upwards [eventually_gt_atTop (0 : ℝ)] with L hL
  -- the exact error: first moment inside the cell, plus the missing tail
  simp only [id]
  rw [mul_sub, length_mul_cellKB hc hL, bulkKB, integral_split hi hL.le]
  ring
```

This is the main result. `Tendsto … atTop (𝓝 …)` says that the expression converges to the stated value as $L\to\infty$. Step `h1` is the limit of the right-hand side of the exact error formula, and the remaining lines show that this side equals $L(G_L-G)$ for every $L>0$.

The two `IntegrableOn` hypotheses mean absolute integrability. Physically, they require correlations that die out fast enough with distance, as they do in a classical one-dimensional fluid with forces of finite range at positive temperature. Continuity excludes a jump in $h$, so hard rods, whose $h$ jumps at contact, do not satisfy the hypotheses as stated.

## Two cell sizes, and correlations of finite range

```lean
/-- If `h` is continuous and `h(r)` and `r h(r)` are integrable, the combination `2 G_{2L} - G_L`
approximates the bulk integral with an error that vanishes faster than `1/L`. -/
theorem tendsto_two_cell_extrapolation {h : ℝ → ℝ} (hc : ContinuousOn h (Ici 0))
    (hi : IntegrableOn h (Ioi 0)) (hr : IntegrableOn (fun r => r * h r) (Ioi 0)) :
    Tendsto (fun L : ℝ => L * (2 * cellKB h (2 * L) - cellKB h L - bulkKB h)) atTop (𝓝 0) := by
  have h1 := tendsto_finite_cell_error hc hi hr
  have h2 : Tendsto (fun L : ℝ => 2 * L) atTop atTop :=
    tendsto_id.const_mul_atTop (by norm_num)
  have h3 := (h1.comp h2).sub h1
  rw [sub_self] at h3
  refine h3.congr fun L => ?_
  simp only [Function.comp_apply]
  ring
```

The limit just proved is used at $2L$ and at $L$, and the difference is taken. For simulation practice, this supports extrapolating from two cell lengths in a one-dimensional fluid whose correlation is the same for both. The theorem gives no rate for the error that is left, only that it vanishes faster than $1/L$.

```lean
/-- If `h` is continuous and vanishes beyond a radius `R`, then in every cell with `L > 0` and
`L ≥ R` the error is exactly `-2/L` times the first moment of `h`. -/
theorem cellKB_of_finite_range {h : ℝ → ℝ} (hc : ContinuousOn h (Ici 0)) {R L : ℝ}
    (hR : ∀ r, R < r → h r = 0) (hL : 0 < L) (hRL : R ≤ L) :
    cellKB h L = bulkKB h - (2 / L) * ∫ r in Ioi (0 : ℝ), r * h r := by
  -- integrals over all separations stop at the cell length
  have key : ∀ f : ℝ → ℝ, (∀ r, L < r → f r = 0) →
      (∫ r in Ioi (0 : ℝ), f r) = ∫ r in (0 : ℝ)..L, f r := by
    intro f hf
    rw [intervalIntegral.integral_of_le hL.le]
    refine MeasureTheory.setIntegral_eq_of_subset_of_forall_sdiff_eq_zero measurableSet_Ioi
      Ioc_subset_Ioi_self fun r hr => hf r ?_
    by_contra hn
    exact hr.2 ⟨hr.1, not_lt.1 hn⟩
  have k1 := key h fun r hr => hR r (hRL.trans_lt hr)
  have k2 := key (fun r => r * h r) fun r hr => by
    simp only [hR r (hRL.trans_lt hr), mul_zero]
  have e : L * (2 / L) = 2 := mul_div_cancel₀ 2 hL.ne'
  apply mul_left_cancel₀ hL.ne'
  rw [length_mul_cellKB hc hL, bulkKB, k1, k2]
  linear_combination (∫ r in (0 : ℝ)..L, r * h r) * e

end

end FiniteCellKirkwoodBuff
```

The hypothesis `hR` says that $h$ vanishes beyond $R$. No integrability is assumed, because a continuous function of finite range has both moments. The auxiliary statement `key` shows that an integral over all separations stops at $L$ when the integrand vanishes beyond it. It is applied to $h$ and to $r\,h(r)$, and the formula for `L * cellKB h L` then gives the exact law after division by $L$.

```lean
#print axioms FiniteCellKirkwoodBuff.tendsto_finite_cell_error
-- 'FiniteCellKirkwoodBuff.tendsto_finite_cell_error' depends on axioms: [propext, Classical.choice, Quot.sound]
#print axioms FiniteCellKirkwoodBuff.tendsto_two_cell_extrapolation
-- 'FiniteCellKirkwoodBuff.tendsto_two_cell_extrapolation' depends on axioms: [propext, Classical.choice, Quot.sound]
#print axioms FiniteCellKirkwoodBuff.cellKB_of_finite_range
-- 'FiniteCellKirkwoodBuff.cellKB_of_finite_range' depends on axioms: [propext, Classical.choice, Quot.sound]
```
